# Bohr–Sommerfeld levels of the power-law well \(g|x|^s\)

A particle of mass \(m\) moves on a line in the potential \(V(x)=g|x|^s\), with \(g,s>0\). The case \(s=1\) is a symmetric linear well, \(s=2\) the harmonic oscillator and \(s=4\) the pure quartic oscillator. How do the bound-state energies grow with the quantum number \(n=0,1,2,\dots\)?

In the semiclassical (WKB) approximation, the levels are the energies \(E>0\) that satisfy the Bohr–Sommerfeld condition

\[
J(E)=\int_{-a}^{a}\sqrt{2m\,(E-g|x|^s)}\,dx=\pi\hbar\left(n+\tfrac12\right),\qquad a=(E/g)^{1/s}.
\]

The integrand is the classical momentum and \(\pm a\) are the turning points. The condition is postulated here. Physically, it requires the wave to fit between the turning points, and the \(\tfrac12\) accounts for the phase lost on reflection at the two soft walls. It has exactly one positive solution for each \(n\), and this solution is proportional to \((n+\tfrac12)^{2s/(s+2)}\).

## The action integral and its inversion

Measure lengths in units of the turning point, \(x=au\). Since \(ga^s=E\), the momentum becomes \(\sqrt{2mE}\,\sqrt{1-|u|^s}\), and

\[
J(E)=a\sqrt{2mE}\;C_s,\qquad C_s=\int_{-1}^{1}\sqrt{1-|u|^s}\,du .
\]

The integrand is even, so \(C_s\) is twice the integral over \([0,1]\). Substituting \(u=t^{1/s}\), \(du=\tfrac1s t^{1/s-1}dt\), gives Euler's beta integral:

\[
C_s=\frac2s\int_0^1 t^{1/s-1}(1-t)^{1/2}\,dt=\frac2s\,\frac{\Gamma(1/s)\,\Gamma(3/2)}{\Gamma(3/2+1/s)} .
\]

With \(\Gamma(3/2)=\sqrt\pi/2\) and \(\tfrac1s\Gamma(\tfrac1s)=\Gamma(1+\tfrac1s)\),

\[
C_s=\frac{\sqrt\pi\,\Gamma(1+1/s)}{\Gamma(3/2+1/s)},\qquad
J(E)=C_s\sqrt{2m}\;g^{-1/s}\,E^{1/2+1/s}.
\]

For \(m=\tfrac12\), \(g=1\) this is the integral of \(\sqrt{E-|x|^s}\) over \(|x|\le E^{1/s}\). Setting \(J(E)=\pi\hbar(n+\tfrac12)\) and raising to the power \(2s/(s+2)\), the reciprocal of \(\tfrac12+\tfrac1s\), gives

\[
E_n=\left[\frac{\pi\hbar\,(n+\frac12)\,g^{1/s}}{C_s\sqrt{2m}}\right]^{2s/(s+2)},\qquad \frac{E_n}{E_0}=(2n+1)^{2s/(s+2)} .
\]

For \(s=2\) and \(g=m\omega^2/2\), the exponent is 1, \(C_2=\pi/2\) and \(g^{1/2}=\sqrt{2m}\,\omega/2\), so \(E_n=\hbar\omega(n+\tfrac12)\).

For the quartic well in units \(\hbar=1\), \(m=\tfrac12\), \(g=1\), one finds \(C_4\approx1.748\), hence \(E_0\approx0.867\) and \(E_1=3^{4/3}E_0\approx3.752\). Such values can serve as starting energies when the one-dimensional Schrödinger equation is solved by shooting.

## Constant, turning point, action and level

```lean
import Mathlib

open MeasureTheory
open scoped Real

namespace PowerLawWKB

noncomputable section
```

The constant \(C_s\) is `shapeConstant s`.

```lean
/-- The numerical constant `√π Γ(1+1/s) / Γ(3/2+1/s)` of the well `|x|^s`, for `s > 0`. -/
def shapeConstant (s : ℝ) : ℝ :=
  √π * Real.Gamma (1 + 1 / s) / Real.Gamma (3 / 2 + 1 / s)
```

The turning point \(a\) is a function of \(g\), \(s\) and \(E\).

```lean
/-- The right turning point `(E/g)^(1/s)` at energy `E` in the well `g|x|^s`,
for `g, s > 0` and `E ≥ 0`. -/
def turningPoint (g s E : ℝ) : ℝ := (E / g) ^ (1 / s)
```

The name `wkbAction` denotes \(J(E)\), the integral over one passage between the turning points. Many textbooks use "action" for the closed orbit, which is twice as large.

```lean
/-- The integral of the classical momentum `√(2m(E - g|x|^s))` between the turning points,
for `g, s > 0` and `E ≥ 0`. -/
def wkbAction (m g s E : ℝ) : ℝ :=
  ∫ x in (-turningPoint g s E)..(turningPoint g s E), √(2 * m * (E - g * |x| ^ s))
```

The level is defined by its closed formula, so its link to the quantization condition has to be proved. Here `ħ` is a real variable, and `n` is a natural number starting at 0.

```lean
/-- The closed formula for the WKB energy with quantum number `n` in the well `g|x|^s`, for
`ħ, m, g, s > 0`. -/
def wkbLevel (ħ m g s : ℝ) (n : ℕ) : ℝ :=
  (π * ħ * (n + 1 / 2) * g ^ (1 / s) / (shapeConstant s * √(2 * m))) ^ (2 * s / (s + 2))
```

The first theorem confirms that the integration limits enclose the classically allowed region. It follows from the monotonicity of the power function.

```lean
/-- For `g, s > 0` and `E ≥ 0`, the potential energy is at most `E` exactly between the
turning points. -/
theorem allowed_region {g s E : ℝ} (hg : 0 < g) (hs : 0 < s) (hE : 0 ≤ E) (x : ℝ) :
    g * |x| ^ s ≤ E ↔ |x| ≤ turningPoint g s E := by
  rw [turningPoint, one_div, Real.le_rpow_inv_iff_of_pos (abs_nonneg x) (by positivity) hs,
    le_div_iff₀ hg, mul_comm]
```

The equivalence does not extend to every real \(s\). For \(g=E=1\), \(s=-1\) and \(x=2\), the potential energy \(\tfrac12\) is below \(E\), yet \(x\) lies beyond the "turning point" 1: the potential is now repulsive, and the allowed region is the outside.

## From Euler's integral to the action

The value of \(\Gamma(3/2)\) comes from \(\Gamma(z+1)=z\Gamma(z)\) at \(z=\tfrac12\).

```lean
/-- The value `Γ(3/2) = √π/2`. -/
theorem gamma_three_halves : Real.Gamma (3 / 2) = √π / 2 := by
  have h := Real.Gamma_add_one (s := 1 / 2) (by norm_num)
  rw [Real.Gamma_one_half_eq, show (1 / 2 : ℝ) + 1 = 3 / 2 by norm_num] at h
  rw [h]
  ring
```

In the next theorem `a` is an exponent, later set to \(1/s\), and not the turning point. Mathlib states the relation between the beta integral and Gamma functions over the complex numbers. The step `hb` identifies the complex integral with the real one, since both bases are nonnegative on \([0,1]\). The relation is then read as one between real numbers and solved for the integral.

```lean
/-- Euler's beta integral with a square root: for `a > 0`, the integral of `t^(a-1) √(1-t)`
over `[0,1]` is `(√π/2) Γ(a) / Γ(a+3/2)`. -/
theorem beta_sqrt {a : ℝ} (ha : 0 < a) :
    ∫ t in (0 : ℝ)..1, t ^ (a - 1) * √(1 - t) =
      √π / 2 * Real.Gamma a / Real.Gamma (a + 3 / 2) := by
  have h := Complex.Gamma_mul_Gamma_eq_betaIntegral (s := (a : ℂ)) (t := ((3 / 2 : ℝ) : ℂ))
    (by rw [Complex.ofReal_re]; exact ha) (by rw [Complex.ofReal_re]; norm_num)
  have h3 : ((3 / 2 : ℝ) : ℂ) - 1 = ((1 / 2 : ℝ) : ℂ) := by
    push_cast
    norm_num
  -- the complex beta integral is the real integral
  have hb : Complex.betaIntegral (a : ℂ) ((3 / 2 : ℝ) : ℂ) =
      ((∫ t in (0 : ℝ)..1, t ^ (a - 1) * √(1 - t) : ℝ) : ℂ) := by
    rw [Complex.betaIntegral, ← intervalIntegral.integral_ofReal]
    apply intervalIntegral.integral_congr
    intro t ht
    rw [Set.uIcc_of_le zero_le_one] at ht
    have h1 : 0 ≤ 1 - t := by linarith [ht.2]
    change (t : ℂ) ^ ((a : ℂ) - 1) * (1 - (t : ℂ)) ^ (((3 / 2 : ℝ) : ℂ) - 1) =
      ((t ^ (a - 1) * √(1 - t) : ℝ) : ℂ)
    rw [h3, Real.sqrt_eq_rpow, Complex.ofReal_mul, Complex.ofReal_cpow ht.1,
      Complex.ofReal_cpow h1, Complex.ofReal_sub, Complex.ofReal_sub, Complex.ofReal_one]
  rw [hb, ← Complex.ofReal_add, Complex.Gamma_ofReal, Complex.Gamma_ofReal,
    Complex.Gamma_ofReal, ← Complex.ofReal_mul, ← Complex.ofReal_mul] at h
  have h' := Complex.ofReal_injective h
  rw [gamma_three_halves] at h'
  rw [eq_div_iff (Real.Gamma_pos_of_pos (by positivity)).ne']
  linear_combination -h'
```

The integral \(C_s\) comes next, with `x` for the scaled variable \(u\). The library's power substitution is stated on \((0,\infty)\), so `cut` first extends the integrals beyond 1; this adds nothing, because Lean's real square root is 0 at negative arguments. Then `half` carries out \(u=t^{1/s}\), and `hneg` reflects the left half onto the right.

```lean
/-- For `s > 0`, the integral of `√(1-|x|^s)` over `[-1,1]` is the shape constant. -/
theorem unit_integral {s : ℝ} (hs : 0 < s) :
    ∫ x in (-1 : ℝ)..1, √(1 - |x| ^ s) = shapeConstant s := by
  have hp : 0 < 1 / s := by positivity
  have cut : ∀ f : ℝ → ℝ, (∀ x, 1 < x → f x = 0) →
      ∫ x in (0 : ℝ)..1, f x = ∫ x in Set.Ioi (0 : ℝ), f x := by
    intro f hf
    rw [intervalIntegral.integral_of_le zero_le_one]
    exact (setIntegral_eq_of_subset_of_forall_sdiff_eq_zero measurableSet_Ioi
      Set.Ioc_subset_Ioi_self (fun x hx => hf x (by
        by_contra h
        exact hx.2 ⟨hx.1, not_lt.mp h⟩))).symm
  -- the substitution x = t^(1/s) on the right half
  have half : ∫ x in (0 : ℝ)..1, √(1 - x ^ s) =
      1 / s * ∫ t in (0 : ℝ)..1, t ^ (1 / s - 1) * √(1 - t) := by
    rw [cut (fun x => √(1 - x ^ s)) (fun x hx => Real.sqrt_eq_zero_of_nonpos (by
        linarith [Real.one_le_rpow hx.le hs.le])),
      cut (fun t => t ^ (1 / s - 1) * √(1 - t)) (fun x hx => by
        rw [Real.sqrt_eq_zero_of_nonpos (by linarith), mul_zero]),
      ← integral_const_mul]
    refine (integral_comp_rpow_Ioi_of_pos (g := fun x : ℝ => √(1 - x ^ s)) hp).symm.trans ?_
    apply setIntegral_congr_fun measurableSet_Ioi
    intro t ht
    have ht0 : 0 ≤ t := le_of_lt ht
    change (1 / s * t ^ (1 / s - 1)) • √(1 - (t ^ (1 / s)) ^ s) =
      1 / s * (t ^ (1 / s - 1) * √(1 - t))
    rw [← Real.rpow_mul ht0, one_div_mul_cancel hs.ne', Real.rpow_one, smul_eq_mul, mul_assoc]
  have hc : Continuous fun x : ℝ => √(1 - |x| ^ s) :=
    (continuous_const.sub (continuous_abs.rpow_const (fun _ => Or.inr hs.le))).sqrt
  -- the left half equals the right half
  have hneg := intervalIntegral.integral_comp_neg (a := 0) (b := 1)
    (fun x : ℝ => √(1 - |x| ^ s))
  simp only [abs_neg, neg_zero] at hneg
  have habs : ∫ x in (0 : ℝ)..1, √(1 - |x| ^ s) = ∫ x in (0 : ℝ)..1, √(1 - x ^ s) := by
    apply intervalIntegral.integral_congr
    intro x hx
    rw [Set.uIcc_of_le zero_le_one] at hx
    simp only [abs_of_nonneg hx.1]
  rw [← intervalIntegral.integral_add_adjacent_intervals (b := 0)
    (hc.intervalIntegrable _ _) (hc.intervalIntegrable _ _), ← hneg, habs, half, beta_sqrt hp,
    shapeConstant, add_comm 1 (1 / s), Real.Gamma_add_one hp.ne', add_comm (3 / 2) (1 / s)]
  ring
```

For the full action, `has` is the relation \(ga^s=E\), and `hpt` is the factorization of the momentum after \(x=au\). The last lines collect the powers of \(E\) and \(g\).

```lean
/-- For `m, g, s, E > 0`, the action in the well `g|x|^s` is the shape constant times
`√(2m) E^(1/2+1/s) / g^(1/s)`. -/
theorem wkbAction_eq {m g s E : ℝ} (hm : 0 < m) (hg : 0 < g) (hs : 0 < s) (hE : 0 < E) :
    wkbAction m g s E =
      shapeConstant s * √(2 * m) * E ^ (1 / 2 + 1 / s) / g ^ (1 / s) := by
  obtain ⟨a, ha⟩ : ∃ a, a = turningPoint g s E := ⟨_, rfl⟩
  have ha0 : 0 < a := by rw [ha, turningPoint]; positivity
  have has : g * a ^ s = E := by
    rw [ha, turningPoint, ← Real.rpow_mul (by positivity), one_div_mul_cancel hs.ne',
      Real.rpow_one, mul_div_cancel₀ _ hg.ne']
  -- measure lengths in units of the turning point
  have hpt : ∀ u : ℝ, √(2 * m * (E - g * |a * u| ^ s)) =
      √(2 * m * E) * √(1 - |u| ^ s) := by
    intro u
    rw [abs_mul, abs_of_pos ha0, Real.mul_rpow ha0.le (abs_nonneg u),
      ← Real.sqrt_mul (by positivity)]
    congr 1
    linear_combination (-2 * m * |u| ^ s) * has
  have h := intervalIntegral.smul_integral_comp_mul_left (a := -1) (b := 1)
    (fun x : ℝ => √(2 * m * (E - g * |x| ^ s))) a
  simp only [hpt, mul_neg, mul_one, smul_eq_mul, intervalIntegral.integral_const_mul,
    unit_integral hs] at h
  rw [wkbAction, ← ha, ← h, ha, turningPoint, Real.div_rpow hE.le hg.le,
    Real.sqrt_mul (by positivity) E, Real.rpow_add hE, ← Real.sqrt_eq_rpow]
  ring
```

The special case \(m=\tfrac12\), \(g=1\) is the pure integral. Its lower limit `-E ^ (1 / s)` means \(-(E^{1/s})\).

```lean
/-- For `E, s > 0`, the integral of `√(E-|x|^s)` over `|x| ≤ E^(1/s)` equals
`√π Γ(1+1/s) / Γ(3/2+1/s)` times `E^(1/2+1/s)`. -/
theorem power_law_integral {s E : ℝ} (hs : 0 < s) (hE : 0 < E) :
    ∫ x in (-E ^ (1 / s))..(E ^ (1 / s)), √(E - |x| ^ s) =
      √π * Real.Gamma (1 + 1 / s) / Real.Gamma (3 / 2 + 1 / s) * E ^ (1 / 2 + 1 / s) := by
  have h := wkbAction_eq (m := 1 / 2) (g := 1) (by norm_num) one_pos hs hE
  have e : (2 : ℝ) * (1 / 2) = 1 := by norm_num
  simp only [wkbAction, turningPoint, shapeConstant, e, one_mul, div_one, Real.sqrt_one,
    mul_one, Real.one_rpow] at h
  exact h
```

## Solving for the energy

The next theorem says that a real number \(E\) is positive and satisfies the Bohr–Sommerfeld condition exactly when it equals `wkbLevel ħ m g s n`. The step `hpq` states that the two exponents multiply to 1. One direction inverts the power law for \(J\); the other inserts the formula and recovers \(\pi\hbar(n+\tfrac12)\).

```lean
/-- For `ħ, m, g, s > 0`, a real number `E` is positive and satisfies the Bohr-Sommerfeld condition
`∫ p dx = πħ(n+1/2)` if and only if it is the WKB level `n`. -/
theorem quantization_iff {ħ m g s : ℝ} (hħ : 0 < ħ) (hm : 0 < m) (hg : 0 < g) (hs : 0 < s)
    (n : ℕ) (E : ℝ) :
    (0 < E ∧ wkbAction m g s E = π * ħ * (n + 1 / 2)) ↔ E = wkbLevel ħ m g s n := by
  have hC : 0 < shapeConstant s := by
    have h1 := Real.Gamma_pos_of_pos (show 0 < 1 + 1 / s by positivity)
    have h2 := Real.Gamma_pos_of_pos (show 0 < 3 / 2 + 1 / s by positivity)
    unfold shapeConstant
    positivity
  have hK : 0 < shapeConstant s * √(2 * m) := by positivity
  have hG : 0 < g ^ (1 / s) := by positivity
  -- the two exponents are inverse to each other
  have hpq : (1 / 2 + 1 / s) * (2 * s / (s + 2)) = 1 := by
    have : s + 2 ≠ 0 := by positivity
    field_simp
  constructor
  · rintro ⟨hE, h⟩
    rw [wkbAction_eq hm hg hs hE] at h
    rw [wkbLevel, ← h, div_mul_cancel₀ _ hG.ne', mul_div_cancel_left₀ _ hK.ne',
      ← Real.rpow_mul hE.le, hpq, Real.rpow_one]
  · intro h
    have hE : 0 < E := by rw [h, wkbLevel]; positivity
    refine ⟨hE, ?_⟩
    rw [wkbAction_eq hm hg hs hE, h, wkbLevel, ← Real.rpow_mul (by positivity),
      mul_comm (2 * s / (s + 2)), hpq, Real.rpow_one, mul_div_cancel₀ _ hK.ne',
      mul_div_cancel_right₀ _ hG.ne']
```

What the hypotheses leave open is the step from this condition to the Schrödinger equation: no bound on the distance between \(E_n\) and the true eigenvalues is derived.

The scaling law follows by merging the two powers into one and comparing their bases, where \(n+\tfrac12=(2n+1)\cdot\tfrac12\). For a single particle in a pure power-law well, it shows that the semiclassical levels spread apart with increasing \(n\) when \(s>2\) and crowd together when \(s<2\).

```lean
/-- For `ħ, m, g, s > 0`, the WKB level `n` is `(2n+1)^(2s/(s+2))` times the level `0`. -/
theorem level_scaling {ħ m g s : ℝ} (hħ : 0 < ħ) (hm : 0 < m) (hg : 0 < g) (hs : 0 < s)
    (n : ℕ) :
    wkbLevel ħ m g s n = (2 * n + 1 : ℝ) ^ (2 * s / (s + 2)) * wkbLevel ħ m g s 0 := by
  have h1 := Real.Gamma_pos_of_pos (show 0 < 1 + 1 / s by positivity)
  have h2 := Real.Gamma_pos_of_pos (show 0 < 3 / 2 + 1 / s by positivity)
  unfold wkbLevel shapeConstant
  rw [← Real.mul_rpow (by positivity) (by positivity)]
  congr 1
  push_cast
  ring
```

In the harmonic case, `hC` evaluates \(C_2=\pi/2\) and `hroot` evaluates \(\sqrt g\). The result agrees with the familiar exact spectrum of the oscillator.

```lean
/-- For `m, ω > 0` and every real `ħ`, the formula `wkbLevel` gives `ħω(n+1/2)` for the harmonic
well `mω²x²/2`. -/
theorem harmonic_levels {ħ m ω : ℝ} (hm : 0 < m) (hω : 0 < ω) (n : ℕ) :
    wkbLevel ħ m (m * ω ^ 2 / 2) 2 n = ħ * ω * (n + 1 / 2) := by
  have hC : shapeConstant 2 = π / 2 := by
    rw [shapeConstant, show (1 : ℝ) + 1 / 2 = 3 / 2 by norm_num,
      show (3 / 2 : ℝ) + 1 / 2 = 2 by norm_num, gamma_three_halves, Real.Gamma_two]
    linear_combination (1 / 2) * Real.mul_self_sqrt Real.pi_pos.le
  have hroot : √(m * ω ^ 2 / 2) = √(2 * m) * (ω / 2) := by
    rw [show m * ω ^ 2 / 2 = 2 * m * (ω / 2) ^ 2 by ring, Real.sqrt_mul (by positivity),
      Real.sqrt_sq (by positivity)]
  have hr : √(2 * m) ≠ 0 := (Real.sqrt_pos.mpr (by positivity)).ne'
  have hπ : π ≠ 0 := Real.pi_ne_zero
  rw [wkbLevel, hC, ← Real.sqrt_eq_rpow, hroot,
    show (2 : ℝ) * 2 / (2 + 2) = 1 by norm_num, Real.rpow_one,
    div_eq_iff (mul_ne_zero (div_ne_zero hπ two_ne_zero) hr)]
  ring

end

end PowerLawWKB
```

```lean
#print axioms PowerLawWKB.power_law_integral
#print axioms PowerLawWKB.quantization_iff
#print axioms PowerLawWKB.level_scaling
#print axioms PowerLawWKB.harmonic_levels
```

```
'PowerLawWKB.power_law_integral' depends on axioms: [propext, Classical.choice, Quot.sound]
'PowerLawWKB.quantization_iff' depends on axioms: [propext, Classical.choice, Quot.sound]
'PowerLawWKB.level_scaling' depends on axioms: [propext, Classical.choice, Quot.sound]
'PowerLawWKB.harmonic_levels' depends on axioms: [propext, Classical.choice, Quot.sound]
```
